# A unique top–hollow crossover for non-negative adsorbate levels in a one-orbital adsorption model

## Levels, coupling and site cost

An adsorbate orbital of energy $D$ couples with strength $v>0$ to each of $N\ge1$ metal orbitals at energy zero. The metal orbitals do not couple to each other. Define

$$R_N(D)=\sqrt{D^2+4Nv^2},\qquad g_N(D)=\tfrac12\,(R_N(D)-D).$$

For CO, the adsorbate orbital stands for $2\pi^*$, with $N=1$ at the top site and $N=3$ at the threefold hollow. The constant $C>0$ is an energy penalty for the hollow site. It represents the contributions that favour top, such as $5\sigma$ bonding and differences in repulsion, and is assumed independent of $D$. Energies are per electron in the lowest level.

## Above the metal level, lowering the adsorbate level favours the hollow

The lowest eigenvalue is $-g_N(D)$ for every real $D$. If $0<C<(\sqrt3-1)v$, there is exactly one $D^*>0$ such that, for all $D\ge0$,

$$-g_3(D)+C<-g_1(D)\iff D<D^*.$$

This bears on CO site preference in density-functional calculations, where the $2\pi^*$ position depends on the functional: in this non-interacting model with fixed $v$ and $C$, lowering that level towards zero from above can move the preference from top to hollow. The restriction $D\ge0$ matters: $g_3-g_1$ is even in $D$, so over all real $D$ the hollow is lower exactly when $|D|<D^*$, and a level below $-D^*$ favours top again.

In Lean, `siteH` is the Hamiltonian, with index `none` for the adsorbate and `some k` for the metal orbitals. `levels` is the set of eigenvalues with non-zero real eigenvectors, and `IsLeast` picks out the ground level. `hollow_top_crossover` compares these ground levels directly; `site_crossover` does the same for $m\ge1$ and $n$ neighbours when $0<C<(\sqrt n-\sqrt m)v$.

The model has no metal band, electron repulsion or geometric relaxation. It also ignores the degeneracy of $2\pi^*$ and the signs of its lobes.

## The ground level

Write $a$ for the adsorbate amplitude and $b_k$ for the metal amplitudes. The eigenvalue equations are

$$Da+v\sum_k b_k=Ea,\qquad va=Eb_k.$$

Squaring $2g_N+D=R_N$ gives $g_N^2+Dg_N=Nv^2$. Since $R_N>|D|$, both $g_N$ and $g_N+D$ are positive. The vector $a=-g_N$, $b_k=v$ therefore solves the equations with $E=-g_N$. Normalised, its amplitudes are $-g_N/\sqrt{g_N^2+Nv^2}$ and $v/\sqrt{g_N^2+Nv^2}$.

Suppose $E<-g_N$. Multiplying the first equation by $E$ and eliminating $b_k$ gives

$$(E^2-DE-Nv^2)a=(E+g_N)(E-D-g_N)a=0.$$

Both factors are negative, so $a=0$. Then $Eb_k=0$ with $E\ne0$, so every $b_k$ vanishes and there is no eigenvector.

## The crossover level

For $m<n$, the difference $R_n^2-R_m^2=4(n-m)v^2$ does not depend on $D$, so

$$g_n-g_m=\frac{2(n-m)v^2}{R_n+R_m}.$$

This decreases strictly for $D\ge0$, starting from $(\sqrt n-\sqrt m)v$ at $D=0$. A cost at least that large is never exceeded by the extra gain.

For a smaller cost, set $g_n-g_m=C$ and $q=R_m$. Then $R_n=q+2C$, and subtracting squares gives

$$q=\frac{(n-m)v^2}{C}-C,\qquad D^*=\sqrt{q^2-4mv^2}.$$

Squaring $C+\sqrt m\,v<\sqrt n\,v$ yields $q>2\sqrt m\,v$, so $D^*>0$. Strict decrease gives the equivalence. Two different thresholds would disagree at the smaller one, so $D^*$ is unique.

## Comparing the sites numerically

A script builds the two symmetric matrices, takes the lowest eigenvalue of each, adds $C$ to the hollow value and compares. For $v=1$ and $C=0.5$, the sign of the difference should change at $D^*=\sqrt{8.25}\approx2.872$ as $D$ increases from zero. For large positive $D$, the form $g_N=2Nv^2/(R_N+D)$ avoids subtracting nearly equal numbers.

## The Lean file

```lean
import Mathlib

open Matrix

namespace AdsorptionSiteModel

noncomputable section

/-- Hamiltonian of an adsorbate level `D` (index `none`) coupled by `v` to `N` metal levels
at energy zero. -/
def siteH (N : ℕ) (D v : ℝ) : Matrix (Option (Fin N)) (Option (Fin N)) ℝ :=
  Matrix.of fun i j => match i, j with
    | none, none => D
    | none, some _ => v
    | some _, none => v
    | some _, some _ => 0

/-- The energy levels of the site: the eigenvalues of its Hamiltonian. -/
def levels (N : ℕ) (D v : ℝ) : Set ℝ :=
  {E | ∃ x : Option (Fin N) → ℝ, x ≠ 0 ∧ siteH N D v *ᵥ x = E • x}

/-- The bonding gain `g_N(D) = (√(D² + 4 N v²) - D) / 2`. -/
def gain (N : ℕ) (D v : ℝ) : ℝ := (√(D ^ 2 + 4 * N * v ^ 2) - D) / 2

/-- For `m ≥ 1` and `v > 0`, the positive adsorbate level at which sites with `m` and `n` metal
neighbours are balanced, for a site cost `0 < C < (√n - √m) v`. -/
def crossover (m n : ℕ) (v C : ℝ) : ℝ :=
  √((((n : ℝ) - m) * v ^ 2 / C - C) ^ 2 - 4 * m * v ^ 2)

/-- The eigenvalue equation written out for the adsorbate and metal amplitudes. -/
theorem eigen_iff (N : ℕ) (D v E : ℝ) (x : Option (Fin N) → ℝ) :
    siteH N D v *ᵥ x = E • x ↔
      D * x none + v * ∑ k, x (some k) = E * x none ∧
        ∀ k, v * x none = E * x (some k) := by
  rw [funext_iff, Option.forall]
  simp [siteH, Matrix.mulVec, dotProduct, Fintype.sum_option, Finset.mul_sum]

/-- The bonding gain solves the secular equation `g² + D g = N v²`. -/
theorem gain_secular (N : ℕ) (D v : ℝ) :
    gain N D v ^ 2 + D * gain N D v = N * v ^ 2 := by
  have h : (√(D ^ 2 + 4 * N * v ^ 2)) ^ 2 = D ^ 2 + 4 * N * v ^ 2 :=
    Real.sq_sqrt (by positivity)
  unfold gain
  linear_combination h / 4

/-- With `v > 0` and at least one metal neighbour, both `g` and `g + D` are positive. -/
theorem gain_pos {N : ℕ} (hN : 1 ≤ N) (D : ℝ) {v : ℝ} (hv : 0 < v) :
    0 < gain N D v ∧ 0 < gain N D v + D := by
  have hN' : 0 < (N : ℝ) := by exact_mod_cast hN
  have hp : 0 < 4 * (N : ℝ) * v ^ 2 := by positivity
  have h : |D| < √(D ^ 2 + 4 * N * v ^ 2) := by
    rw [← Real.sqrt_sq_eq_abs]
    exact Real.sqrt_lt_sqrt (sq_nonneg D) (by linarith)
  obtain ⟨h1, h2⟩ := abs_lt.mp h
  unfold gain
  constructor <;> linarith

/-- The lowest energy level of a site with `N ≥ 1` metal neighbours is `-g_N(D)`. -/
theorem ground_level {N : ℕ} (hN : 1 ≤ N) (D : ℝ) {v : ℝ} (hv : 0 < v) :
    IsLeast (levels N D v) (-gain N D v) := by
  have hg := gain_secular N D v
  obtain ⟨hp, hq⟩ := gain_pos hN D hv
  constructor
  · -- the bonding state, with equal amplitudes on the metal levels
    refine ⟨fun o => o.elim (-gain N D v) (fun _ => v), ?_, ?_⟩
    · intro h
      exact hv.ne' (by simpa using congrFun h (some ⟨0, hN⟩))
    · rw [eigen_iff]
      constructor
      · show D * (-gain N D v) + v * ∑ _k : Fin N, v = -gain N D v * -gain N D v
        rw [Finset.sum_const, Finset.card_univ, Fintype.card_fin, nsmul_eq_mul]
        linear_combination -hg
      · intro k
        show v * -gain N D v = -gain N D v * v
        ring
  · rintro E ⟨x, hx, h⟩
    obtain ⟨h0, hk⟩ := (eigen_iff N D v E x).mp h
    by_contra hlt
    have hE : E < -gain N D v := not_le.mp hlt
    have hE0 : E ≠ 0 := by linarith [hE] |> fun (h : E < 0) => h.ne
    -- eliminate the metal amplitudes
    have hs : ∑ k, E * x (some k) = ∑ _k : Fin N, v * x none :=
      Finset.sum_congr rfl fun k _ => (hk k).symm
    have hsum : E * ∑ k, x (some k) = N * (v * x none) := by
      rw [Finset.mul_sum, hs]
      simp
    have hprod : (E + gain N D v) * (E - D - gain N D v) * x none = 0 := by
      linear_combination (-E) * h0 + v * hsum - x none * hg
    have hfac : 0 < (E + gain N D v) * (E - D - gain N D v) :=
      mul_pos_of_neg_of_neg (by linarith) (by linarith)
    have hx0 : x none = 0 := (mul_eq_zero.mp hprod).resolve_left hfac.ne'
    apply hx
    funext o
    cases o with
    | none => exact hx0
    | some k =>
      have h1 := hk k
      rw [hx0, mul_zero] at h1
      exact (mul_eq_zero.mp h1.symm).resolve_left hE0

/-- For `v > 0`, raising the adsorbate level from `D₁ ≥ 0` strictly reduces the extra bonding gain
of the site with more metal neighbours. -/
theorem gain_diff_lt {m n : ℕ} (hmn : m < n) {v D₁ D₂ : ℝ} (hv : 0 < v)
    (hD : 0 ≤ D₁) (h : D₁ < D₂) :
    gain n D₂ v - gain m D₂ v < gain n D₁ v - gain m D₁ v := by
  have hc : (m : ℝ) < n := by exact_mod_cast hmn
  have hsq : D₁ ^ 2 < D₂ ^ 2 := pow_lt_pow_left₀ h hD two_ne_zero
  have hv2 : 0 < v ^ 2 := by positivity
  have ha : √(D₁ ^ 2 + 4 * n * v ^ 2) < √(D₂ ^ 2 + 4 * n * v ^ 2) :=
    Real.sqrt_lt_sqrt (by positivity) (by linarith)
  have hb : √(D₁ ^ 2 + 4 * m * v ^ 2) < √(D₂ ^ 2 + 4 * m * v ^ 2) :=
    Real.sqrt_lt_sqrt (by positivity) (by linarith)
  have hab : √(D₁ ^ 2 + 4 * m * v ^ 2) < √(D₁ ^ 2 + 4 * n * v ^ 2) :=
    Real.sqrt_lt_sqrt (by positivity) (by nlinarith [mul_pos (sub_pos.mpr hc) hv2])
  have a1 := Real.sq_sqrt (show 0 ≤ D₁ ^ 2 + 4 * n * v ^ 2 by positivity)
  have a2 := Real.sq_sqrt (show 0 ≤ D₂ ^ 2 + 4 * n * v ^ 2 by positivity)
  have b1 := Real.sq_sqrt (show 0 ≤ D₁ ^ 2 + 4 * m * v ^ 2 by positivity)
  have b2 := Real.sq_sqrt (show 0 ≤ D₂ ^ 2 + 4 * m * v ^ 2 by positivity)
  unfold gain
  generalize √(D₁ ^ 2 + 4 * n * v ^ 2) = p₁ at *
  generalize √(D₂ ^ 2 + 4 * n * v ^ 2) = p₂ at *
  generalize √(D₁ ^ 2 + 4 * m * v ^ 2) = q₁ at *
  generalize √(D₂ ^ 2 + 4 * m * v ^ 2) = q₂ at *
  by_contra hn
  have hd : p₁ - q₁ ≤ p₂ - q₂ := by linarith [not_lt.mp hn]
  have hq : 0 ≤ p₂ + q₂ := by
    by_contra hneg
    nlinarith [mul_pos (sub_pos.mpr hc) hv2]
  -- the difference of squares is independent of the adsorbate level
  have e1 := mul_le_mul_of_nonneg_right hd hq
  have e2 := mul_pos (sub_pos.mpr hab) (show 0 < p₂ + q₂ - (p₁ + q₁) by linarith)
  nlinarith

/-- For `v > 0` and `0 < C < (√n - √m) v` the crossover level is positive, and there the extra
bonding gain equals the site cost `C`. -/
theorem crossover_spec {m n : ℕ} {v C : ℝ} (hv : 0 < v) (hC : 0 < C)
    (h : C < (√(n : ℝ) - √(m : ℝ)) * v) :
    0 < crossover m n v C ∧
      gain n (crossover m n v C) v - gain m (crossover m n v C) v = C := by
  have hn : (√(n : ℝ)) ^ 2 = n := Real.sq_sqrt (Nat.cast_nonneg n)
  have hm : (√(m : ℝ)) ^ 2 = m := Real.sq_sqrt (Nat.cast_nonneg m)
  have hsq : (C + √(m : ℝ) * v) ^ 2 < (√(n : ℝ) * v) ^ 2 :=
    pow_lt_pow_left₀ (by linarith) (by positivity) two_ne_zero
  have e1 : (√(n : ℝ) * v) ^ 2 = n * v ^ 2 := by rw [mul_pow, hn]
  have e2 : (√(m : ℝ) * v) ^ 2 = m * v ^ 2 := by rw [mul_pow, hm]
  -- q is the value of the smaller square root at the crossover
  obtain ⟨q, hq⟩ : ∃ q : ℝ, q = ((n : ℝ) - m) * v ^ 2 / C - C := ⟨_, rfl⟩
  have hqC : C * (q + C) = ((n : ℝ) - m) * v ^ 2 := by
    rw [hq, sub_add_cancel]
    field_simp
  have hq2 : 2 * √(m : ℝ) * v < q := by
    by_contra hneg
    have := mul_le_mul_of_nonneg_left (not_lt.mp hneg) hC.le
    nlinarith
  have hq0 : 0 < q := lt_of_le_of_lt (by positivity) hq2
  have hrad : 0 < q ^ 2 - 4 * m * v ^ 2 := by
    have := pow_lt_pow_left₀ hq2 (by positivity) two_ne_zero
    nlinarith
  have hD : crossover m n v C = √(q ^ 2 - 4 * m * v ^ 2) := by
    rw [crossover, hq]
  have hD2 : crossover m n v C ^ 2 = q ^ 2 - 4 * m * v ^ 2 := by
    rw [hD, Real.sq_sqrt hrad.le]
  refine ⟨by rw [hD]; exact Real.sqrt_pos.mpr hrad, ?_⟩
  have h1 : √(crossover m n v C ^ 2 + 4 * m * v ^ 2) = q := by
    rw [hD2, sub_add_cancel, Real.sqrt_sq hq0.le]
  have h2 : √(crossover m n v C ^ 2 + 4 * n * v ^ 2) = q + 2 * C := by
    rw [hD2, show q ^ 2 - 4 * m * v ^ 2 + 4 * n * v ^ 2 = (q + 2 * C) ^ 2 by
      linear_combination (-4) * hqC, Real.sqrt_sq (by positivity)]
  unfold gain
  rw [h1, h2]
  ring

/-- For `m ≥ 1`, `v > 0` and `0 < C < (√n - √m) v` there is a unique `D* > 0` such that, for every
`D ≥ 0`, the `n`-fold site with cost `C` lies below the `m`-fold site exactly when `D < D*`. -/
theorem site_crossover {m n : ℕ} (hm : 1 ≤ m) {v C : ℝ} (hv : 0 < v) (hC : 0 < C)
    (h : C < (√(n : ℝ) - √(m : ℝ)) * v) :
    ∃! Ds : ℝ, 0 < Ds ∧ ∀ D, 0 ≤ D → ∀ Em En, IsLeast (levels m D v) Em →
      IsLeast (levels n D v) En → (En + C < Em ↔ D < Ds) := by
  have hmn : m < n := by
    by_contra hneg
    have h1 : √(n : ℝ) ≤ √(m : ℝ) :=
      Real.sqrt_le_sqrt (by exact_mod_cast not_lt.mp hneg)
    nlinarith [mul_nonneg (sub_nonneg.mpr h1) hv.le]
  have hn : 1 ≤ n := by omega
  obtain ⟨hp, he⟩ := crossover_spec hv hC h
  have key : ∀ D, 0 ≤ D → ∀ Em En, IsLeast (levels m D v) Em →
      IsLeast (levels n D v) En → (En + C < Em ↔ D < crossover m n v C) := by
    intro D hD Em En h1 h2
    rw [h1.unique (ground_level hm D hv), h2.unique (ground_level hn D hv)]
    constructor
    · intro hlt
      by_contra hneg
      rcases (not_lt.mp hneg).eq_or_lt with e | l
      · rw [e] at he
        linarith
      · linarith [gain_diff_lt hmn hv hp.le l]
    · intro hlt
      linarith [gain_diff_lt hmn hv hD hlt]
  refine ⟨crossover m n v C, ⟨hp, key⟩, ?_⟩
  -- two thresholds with the same property coincide
  rintro D' ⟨hp', key'⟩
  have same : ∀ D, 0 ≤ D → (D < D' ↔ D < crossover m n v C) := fun D hD =>
    (key' D hD _ _ (ground_level hm D hv) (ground_level hn D hv)).symm.trans
      (key D hD _ _ (ground_level hm D hv) (ground_level hn D hv))
  apply le_antisymm
  · exact not_lt.mp fun hl => lt_irrefl _ ((same _ hp.le).mp hl)
  · exact not_lt.mp fun hl => lt_irrefl _ ((same _ hp'.le).mpr hl)

/-- Top against threefold hollow: for a hollow-site cost `0 < C < (√3 - 1) v` there is a
unique `D* > 0` such that, for `D ≥ 0`, the hollow site is lower exactly when `D < D*`. -/
theorem hollow_top_crossover {v C : ℝ} (hv : 0 < v) (hC : 0 < C)
    (h : C < (√3 - 1) * v) :
    ∃! Ds : ℝ, 0 < Ds ∧ ∀ D, 0 ≤ D → ∀ Etop Ehollow, IsLeast (levels 1 D v) Etop →
      IsLeast (levels 3 D v) Ehollow → (Ehollow + C < Etop ↔ D < Ds) :=
  site_crossover le_rfl hv hC (by simpa using h)

/-- For `m < n` and `v > 0`, if the site cost is at least `(√n - √m) v`, the extra bonding gain of
the `n`-fold site does not exceed it for any `D ≥ 0`. -/
theorem no_crossover {m n : ℕ} (hmn : m < n) {v C D : ℝ} (hv : 0 < v) (hD : 0 ≤ D)
    (h : (√(n : ℝ) - √(m : ℝ)) * v ≤ C) : gain n D v - gain m D v ≤ C := by
  have h0 : ∀ N : ℕ, gain N 0 v = √(N : ℝ) * v := by
    intro N
    have hN : (√(N : ℝ)) ^ 2 = N := Real.sq_sqrt (Nat.cast_nonneg N)
    have e : (0 : ℝ) ^ 2 + 4 * N * v ^ 2 = (2 * √(N : ℝ) * v) ^ 2 := by
      linear_combination (-4 * v ^ 2) * hN
    rw [gain, e, Real.sqrt_sq (by positivity)]
    ring
  rcases hD.eq_or_lt with e | l
  · rw [← e, h0, h0]
    linarith
  · have := gain_diff_lt hmn hv le_rfl l
    rw [h0, h0] at this
    linarith

end

end AdsorptionSiteModel
```

```lean
#print axioms AdsorptionSiteModel.hollow_top_crossover
#print axioms AdsorptionSiteModel.no_crossover
```

```
'AdsorptionSiteModel.hollow_top_crossover' depends on axioms: [propext, Classical.choice, Quot.sound]
'AdsorptionSiteModel.no_crossover' depends on axioms: [propext, Classical.choice, Quot.sound]
```

## From the secular equation to the threshold

`eigen_iff` writes out the component equations, while `gain_secular` and `gain_pos` supply the identity and the signs. `ground_level` first checks the bonding vector, then excludes lower levels: `hprod` is the factorised equation and `hfac` the positive product of its two negative factors.

`gain_diff_lt` proves the strict decrease by contradiction. It assumes that the difference of roots does not fall, multiplies by the sum of roots, and contradicts the constant difference of squares.

`crossover_spec` verifies the closed form through $q$. `site_crossover` combines it with monotonicity and obtains uniqueness by testing each threshold against the other. `hollow_top_crossover` sets $m=1$, $n=3$. `no_crossover` treats large costs, comparing gains with their values at $D=0$.
